# A dipole cluster and its mirror image: dispersion energy is nondecreasing in separation when the coupling satisfies 0 ≤ Y < 1 and Y′ ≤ 0

## Does a cluster always attract its own reflection?

Take a rigid cluster of polarisable atoms and place its mirror image opposite it, at separation $a$. Fluctuating dipoles on one side induce dipoles on the other, and I am told that the resulting dispersion force is never repulsive, whatever the shape of the cluster. In matrix language this should mean that $\log\det(1-Y(a)^2)$ never decreases with $a$, where $Y$ couples the cluster to its image. Which properties of $Y$ are needed, and can the argument be made rigorous and machine-checked?

## The slope is twice the trace of a product of two positive semidefinite matrices

Three properties of the real symmetric matrix $Y(a)$ suffice: $Y\ge 0$, $1-Y>0$ and $-Y'\ge 0$, in the sense of quadratic forms.

**From the dipoles to $Y$.** Let $C$ be the positive definite matrix of the isolated cluster (inverse polarisabilities minus internal dipole couplings), $T$ the dipole tensor that gives the field of the image's dipoles at the cluster, and $J$ the map from dipoles to image dipoles, with $J^2=1$. Image dipoles are meant as at a perfectly conducting plane: each dipole is reflected and its sign is reversed, so the component normal to the plane is kept and the parallel ones change sign. Set $Y=C^{-1/2}TJC^{-1/2}$. In units where each isolated cluster has the unit matrix, the pair has diagonal blocks $1$ and off-diagonal blocks $-YJ$ and $-JY$. Its determinant is

$$\det(1-JY\,YJ)=\det\big(J(1-Y^2)J\big)=(\det J)^2\det(1-Y^2)=\det(1-Y^2).$$

The energy relative to the isolated clusters is $\sum_k w_k\log\det(1-Y_k^2)$, where $k$ labels imaginary frequencies and $w_k\ge0$ is $\hbar/2\pi$ times a quadrature weight.

**The derivative.** Write $N=1-Y^2=(1-Y)(1+Y)$. Both factors are positive definite, so $\det N>0$ and the logarithm is differentiable. Differentiating a determinant one column at a time and expanding in cofactors gives Jacobi's formula, $(\det N)'=\mathrm{tr}(\mathrm{adj}(N)\,N')$. Since $\mathrm{adj}(N)=\det(N)\,N^{-1}$ and $N'=-(Y'Y+YY')$,

$$(\log\det N)'=-\mathrm{tr}(N^{-1}Y'Y)-\mathrm{tr}(N^{-1}YY')=2\,\mathrm{tr}\big[N^{-1}Y(-Y')\big].$$

The last step uses the cyclic trace and the fact that $Y$ commutes with $N^{-1}$.

**The sign.** Multiplying out confirms that

$$YN=Y-Y^3=(1-Y)Y(1-Y)+2\,Y(1-Y)Y.$$

Each term on the right is positive semidefinite: for a vector $v$, the first gives $u^{T}Yu\ge0$ with $u=(1-Y)v$, and the second gives $2u^{T}(1-Y)u\ge0$ with $u=Yv$. Placing the sum between two factors $N^{-1}$ preserves this, so $N^{-1}Y=N^{-1}(YN)N^{-1}\ge0$.

Finally, let $A,B\ge0$, and let $b_j$ be orthonormal eigenvectors of $A$ with eigenvalues $\lambda_j\ge0$. Then $\mathrm{tr}(AB)=\sum_j\lambda_j\,b_j^{T}Bb_j\ge0$. With $A=N^{-1}Y$ and $B=-Y'$ the slope is nonnegative. The energy therefore does not fall as the clusters separate, and the force is attractive or zero.

**What happens without $Y\ge0$.** Take the $1\times1$ family $Y(a)=-a$ on $0<a<1$, a mathematical example and not a physical dipole coupling, since its strength grows with distance. Then $1-Y=1+a>0$ and $-Y'=1\ge0$, but $\log(1-a^2)$ strictly decreases, which means repulsion.

### What the Lean statements say about the clusters

The finite type `n` labels dipole components, three per atom in the physical case. `IsMirrorCoupling s Y Y'` collects the conditions on a set `s` of separations:

- `hasDeriv`: every entry of `Y` has the corresponding entry of `Y'` as its ordinary two-sided derivative, also at endpoints that belong to `s`.
- `nonneg`: $Y\ge0$, with symmetry included in `PosSemidef`. Physically, the interaction energy of a dipole pattern $p$ with its sign-reversed reflection $Jp$ is never positive.
- `lt_one`: $1-Y>0$, which keeps the coupled dipoles short of a polarisation catastrophe.
- `decreasing`: $-Y'\ge0$, so on an interval the coupling of a pattern to its image does not grow with distance.

`mirrorPair` is the block matrix above, and `dispersionEnergy` is the finite weighted sum. The theorem `mirror_clusters_attract` says that this energy is `MonotoneOn` a convex `s`, that is, on an interval, if the weights are nonnegative, `J * J = 1`, and every frequency has a coupling of this kind.

The Kenneth–Klich theorem, that a body and its mirror image attract, concerns bodies interacting through the electromagnetic field, and its proof derives the sign conditions from properties of the field's propagator. Here they are hypotheses on a finite matrix. The frequency integral is replaced by a finite sum, and the energy formula is a definition, not derived from a Hamiltonian.

`pointDipole_witness` verifies the conditions for two isotropic point dipoles with polarisability volume $\alpha>0$ and unretarded coupling: $Y=(\alpha/a^3)\,\mathrm{diag}(1,1,2)$ and $J=\mathrm{diag}(-1,-1,1)$, for $a>r>0$ with $2\alpha\le r^3$. The bound on $\alpha$ keeps the largest eigenvalue, $2\alpha/a^3$, below one.

For coupled-dipole dispersion models of the kind used alongside electronic-structure calculations, the result supplies a check on the sign of computed energy differences between two separations. The check is restricted to rigid mirror pairs with polarisabilities that do not change with the separation, to a finite frequency grid with nonnegative weights, and to couplings that meet these conditions on the whole interval between the two separations.

```lean
import Mathlib

open Matrix Finset

namespace KennethKlich

noncomputable section

variable {n ι : Type*} [Fintype n] [DecidableEq n] [Fintype ι]

/-- The coupling `Y` of a cluster to its mirror image, with derivative `Y'` in the separation: at
each point of the set `s`, `Y`, `1 - Y` and `-Y'` are positive semidefinite, and `1 - Y` is positive
definite. -/
structure IsMirrorCoupling (s : Set ℝ) (Y Y' : ℝ → Matrix n n ℝ) : Prop where
  hasDeriv : ∀ a ∈ s, ∀ i j, HasDerivAt (fun x => Y x i j) (Y' a i j) a
  nonneg : ∀ a ∈ s, (Y a).PosSemidef
  lt_one : ∀ a ∈ s, (1 - Y a).PosDef
  decreasing : ∀ a ∈ s, (-Y' a).PosSemidef

/-- The coupled-dipole matrix of a cluster and its mirror image, in units where each isolated
cluster has the unit matrix; `J` maps dipoles to image dipoles. -/
def mirrorPair (J Y : Matrix n n ℝ) : Matrix (n ⊕ n) (n ⊕ n) ℝ :=
  fromBlocks 1 (-(Y * J)) (-(J * Y)) 1

/-- The dispersion energy as a sum over imaginary frequencies `k` with weights `w k`. -/
def dispersionEnergy (w : ι → ℝ) (J : Matrix n n ℝ) (Y : ι → Matrix n n ℝ) : ℝ :=
  ∑ k, w k * Real.log (mirrorPair J (Y k)).det

/-- Jacobi's formula for the derivative of the determinant of a matrix family. -/
theorem hasDerivAt_det {M : ℝ → Matrix n n ℝ} {M' : Matrix n n ℝ} {a : ℝ}
    (h : ∀ i j, HasDerivAt (fun x => M x i j) (M' i j) a) :
    HasDerivAt (fun x => (M x).det) ((M a).adjugate * M').trace a := by
  have hprod : ∀ σ : Equiv.Perm n, HasDerivAt (fun x => ∏ i, M x (σ i) i)
      (∑ i, (∏ j ∈ univ.erase i, M a (σ j) j) * M' (σ i) i) a := fun σ =>
    (HasDerivAt.fun_finsetProd (u := univ) fun i _ => h (σ i) i).congr_deriv
      (by simp only [smul_eq_mul])
  have hsum := HasDerivAt.fun_sum (u := univ) fun (σ : Equiv.Perm n) _ =>
    (hprod σ).const_mul ((Equiv.Perm.sign σ : ℤ) : ℝ)
  -- the trace is a sum of determinants with one column differentiated
  have htr : ((M a).adjugate * M').trace
      = ∑ i, ((M a).updateCol i (fun k => M' k i)).det := by
    simp only [Matrix.trace, Matrix.diag_apply]
    refine sum_congr rfl fun i _ => ?_
    rw [← Matrix.cramer_apply, Matrix.cramer_eq_adjugate_mulVec]
    rfl
  rw [htr]
  simp only [Matrix.det_apply']
  refine hsum.congr_deriv ?_
  simp only [Finset.mul_sum]
  rw [Finset.sum_comm]
  refine sum_congr rfl fun i _ => sum_congr rfl fun σ _ => ?_
  have herase : ∏ j ∈ univ.erase i, (M a).updateCol i (fun k => M' k i) (σ j) j
      = ∏ j ∈ univ.erase i, M a (σ j) j :=
    prod_congr rfl fun j hj => by rw [Matrix.updateCol_ne (ne_of_mem_erase hj)]
  rw [← Finset.mul_prod_erase univ _ (mem_univ i), herase, Matrix.updateCol_self]
  ring

/-- The trace of a product of two positive semidefinite matrices is nonnegative. -/
theorem trace_mul_nonneg {A B : Matrix n n ℝ} (hA : A.PosSemidef) (hB : B.PosSemidef) :
    0 ≤ (A * B).trace := by
  let b := hA.isHermitian.eigenvectorBasis
  let U : Matrix n n ℝ := Matrix.of fun i j => (b j).ofLp i
  have hU : Uᵀ * U = 1 := by
    ext i j
    have h := orthonormal_iff_ite.mp b.orthonormal i j
    rw [PiLp.inner_apply] at h
    rw [Matrix.mul_apply, Matrix.one_apply, ← h]
    refine sum_congr rfl fun k _ => ?_
    simp [U, mul_comm]
  have hU' : U * Uᵀ = 1 := mul_eq_one_comm.mp hU
  have hAU : A * U = U * diagonal hA.isHermitian.eigenvalues := by
    ext i j
    rw [Matrix.mul_diagonal]
    have e := congrFun (hA.isHermitian.mulVec_eigenvectorBasis j) i
    exact e.trans (mul_comm _ _)
  -- evaluate the trace in the eigenbasis of A
  have key : (A * B).trace
      = (Uᵀ * B * U * diagonal hA.isHermitian.eigenvalues).trace := by
    rw [mul_assoc (Uᵀ * B), ← hAU, mul_assoc, Matrix.trace_mul_comm Uᵀ,
      mul_assoc, mul_assoc, hU', mul_one, Matrix.trace_mul_comm]
  have hC : (Uᵀ * B * U).PosSemidef := by
    simpa using hB.conjTranspose_mul_mul_same U
  rw [key, Matrix.trace]
  refine sum_nonneg fun j _ => ?_
  rw [Matrix.diag_apply, Matrix.mul_diagonal]
  exact mul_nonneg hC.diag_nonneg (hA.eigenvalues_nonneg j)

/-- The determinant of `1 - Y²` is positive when `0 ≤ Y < 1`. -/
theorem det_pos {Y : Matrix n n ℝ} (hY : Y.PosSemidef) (h1 : (1 - Y).PosDef) :
    0 < (1 - Y * Y).det := by
  have h : 1 - Y * Y = (1 - Y) * (1 + Y) := by noncomm_ring
  rw [h, Matrix.det_mul]
  exact mul_pos h1.det_pos (Matrix.PosDef.one.add_posSemidef hY).det_pos

/-- The matrix `(1 - Y²)⁻¹ Y` is positive semidefinite when `0 ≤ Y < 1`. -/
theorem resolvent_posSemidef {Y : Matrix n n ℝ} (hY : Y.PosSemidef) (h1 : (1 - Y).PosDef) :
    ((1 - Y * Y)⁻¹ * Y).PosSemidef := by
  have hNR := Matrix.mul_nonsing_inv (1 - Y * Y) (det_pos hY h1).ne'.isUnit
  have hR : ((1 - Y * Y)⁻¹)ᴴ = (1 - Y * Y)⁻¹ := by
    rw [Matrix.conjTranspose_nonsing_inv, Matrix.conjTranspose_sub,
      Matrix.conjTranspose_mul, Matrix.conjTranspose_one, hY.isHermitian.eq]
  have hA := hY.conjTranspose_mul_mul_same (1 - Y)
  have hB := h1.posSemidef.conjTranspose_mul_mul_same Y
  rw [h1.isHermitian.eq] at hA
  rw [hY.isHermitian.eq] at hB
  -- Y (1 - Y²) is a sum of congruences of Y and 1 - Y
  have hK : Y * (1 - Y * Y)
      = (1 - Y) * Y * (1 - Y) + (Y * (1 - Y) * Y + Y * (1 - Y) * Y) := by noncomm_ring
  have h := (hA.add (hB.add hB)).conjTranspose_mul_mul_same (1 - Y * Y)⁻¹
  rw [← hK, hR, mul_assoc, mul_assoc, hNR, mul_one] at h
  exact h

/-- The derivative of `log det (1 - Y²)` in the separation is
`2 tr [(1 - Y²)⁻¹ Y (-Y')]`. -/
theorem hasDerivAt_logDet {Y : ℝ → Matrix n n ℝ} {Y' : Matrix n n ℝ} {a : ℝ}
    (h : ∀ i j, HasDerivAt (fun x => Y x i j) (Y' i j) a)
    (hY : (Y a).PosSemidef) (h1 : (1 - Y a).PosDef) :
    HasDerivAt (fun x => Real.log (1 - Y x * Y x).det)
      (2 * ((1 - Y a * Y a)⁻¹ * Y a * (-Y')).trace) a := by
  have hM : ∀ i j, HasDerivAt (fun x => (1 - Y x * Y x) i j)
      ((-(Y' * Y a + Y a * Y')) i j) a := fun i j => by
    have := (HasDerivAt.fun_sum (u := univ) fun k _ =>
      (h i k).fun_mul (h k j)).const_sub ((1 : Matrix n n ℝ) i j)
    simp only [Matrix.sub_apply, Matrix.mul_apply, Matrix.neg_apply, Matrix.add_apply]
    exact this.congr_deriv (by rw [sum_add_distrib])
  have hdet := det_pos hY h1
  have hd : HasDerivAt (fun x => (1 - Y x * Y x).det)
      ((1 - Y a * Y a).adjugate * -(Y' * Y a + Y a * Y')).trace a := hasDerivAt_det hM
  refine (hd.log hdet.ne').congr_deriv ?_
  have hc : (1 - Y a * Y a) * Y a = Y a * (1 - Y a * Y a) := by noncomm_ring
  generalize 1 - Y a * Y a = N at hdet hc ⊢
  have hNR := Matrix.mul_nonsing_inv N hdet.ne'.isUnit
  have hRN := Matrix.nonsing_inv_mul N hdet.ne'.isUnit
  have hadj : N.adjugate = N.det • N⁻¹ := by
    calc N.adjugate = N.adjugate * N * N⁻¹ := by rw [mul_assoc, hNR, mul_one]
      _ = N.det • N⁻¹ := by rw [Matrix.adjugate_mul, smul_mul_assoc, one_mul]
  -- the resolvent commutes with Y
  have hcomm : N⁻¹ * Y a = Y a * N⁻¹ := by
    calc N⁻¹ * Y a = N⁻¹ * (Y a * N) * N⁻¹ := by
          rw [mul_assoc, mul_assoc, hNR, mul_one]
      _ = Y a * N⁻¹ := by rw [← hc, ← mul_assoc, hRN, one_mul]
  have e1 : (N⁻¹ * (Y' * Y a)).trace = (N⁻¹ * Y a * Y').trace := by
    rw [← mul_assoc, Matrix.trace_mul_comm, ← mul_assoc, ← hcomm]
  have e2 : N⁻¹ * (Y a * Y') = N⁻¹ * Y a * Y' := (mul_assoc _ _ _).symm
  rw [hadj, smul_mul_assoc, Matrix.trace_smul, smul_eq_mul, mul_div_cancel_left₀ _ hdet.ne']
  simp only [mul_neg, mul_add, Matrix.trace_neg, Matrix.trace_add, e1, e2]
  ring

/-- If `Y` satisfies `IsMirrorCoupling` on a convex set `s`, then `log det (1 - Y²)` is
nondecreasing on `s`. -/
theorem logDet_monotoneOn {s : Set ℝ} (hs : Convex ℝ s) {Y Y' : ℝ → Matrix n n ℝ}
    (h : IsMirrorCoupling s Y Y') :
    MonotoneOn (fun a => Real.log (1 - Y a * Y a).det) s := by
  have hd := fun a ha => hasDerivAt_logDet (h.hasDeriv a ha) (h.nonneg a ha) (h.lt_one a ha)
  refine monotoneOn_of_deriv_nonneg hs
    (fun a ha => (hd a ha).continuousAt.continuousWithinAt)
    (fun a ha => (hd a (interior_subset ha)).differentiableAt.differentiableWithinAt)
    (fun a ha => ?_)
  have ha' := interior_subset ha
  rw [(hd a ha').deriv]
  exact mul_nonneg zero_le_two (trace_mul_nonneg
    (resolvent_posSemidef (h.nonneg a ha') (h.lt_one a ha')) (h.decreasing a ha'))

/-- If `J * J = 1`, the coupled-dipole determinant of a mirror pair equals `det (1 - Y²)`. -/
theorem det_mirrorPair {J : Matrix n n ℝ} (hJ : J * J = 1) (Y : Matrix n n ℝ) :
    (mirrorPair J Y).det = (1 - Y * Y).det := by
  have h : 1 - -(J * Y) * -(Y * J) = J * (1 - Y * Y) * J := by
    rw [neg_mul_neg, mul_sub, sub_mul, mul_one, hJ]
    simp only [mul_assoc]
  have hd : J.det * J.det = 1 := by rw [← Matrix.det_mul, hJ, Matrix.det_one]
  rw [mirrorPair, Matrix.det_fromBlocks_one₁₁, h, Matrix.det_mul, Matrix.det_mul]
  linear_combination (1 - Y * Y).det * hd

/-- If `J * J = 1`, the weights are nonnegative and the coupling at every frequency satisfies
`IsMirrorCoupling` on a convex set `s`, then the dispersion energy is nondecreasing on `s`. -/
theorem mirror_clusters_attract {s : Set ℝ} (hs : Convex ℝ s) {w : ι → ℝ}
    (hw : ∀ k, 0 ≤ w k) {J : Matrix n n ℝ} (hJ : J * J = 1)
    {Y Y' : ι → ℝ → Matrix n n ℝ} (h : ∀ k, IsMirrorCoupling s (Y k) (Y' k)) :
    MonotoneOn (fun a => dispersionEnergy w J (fun k => Y k a)) s := by
  intro a ha b hb hab
  simp only [dispersionEnergy, det_mirrorPair hJ]
  exact sum_le_sum fun k _ =>
    mul_le_mul_of_nonneg_left (logDet_monotoneOn hs (h k) ha hb hab) (hw k)

/-- Two isotropic point dipoles of polarizability `α` meet the conditions at all separations
beyond `r`, if `2 α ≤ r³`; the third axis joins the dipoles. -/
theorem pointDipole_witness {α r : ℝ} (hα : 0 < α) (hr : 0 < r) (hαr : 2 * α ≤ r ^ 3) :
    (diagonal ![-1, -1, 1] : Matrix (Fin 3) (Fin 3) ℝ) * diagonal ![-1, -1, 1] = 1 ∧
    IsMirrorCoupling (Set.Ioi r)
      (fun a => diagonal fun i : Fin 3 => α * (![1, 1, 2] : Fin 3 → ℝ) i / a ^ 3)
      (fun a => diagonal fun i : Fin 3 =>
        -(3 * α * (![1, 1, 2] : Fin 3 → ℝ) i / a ^ 4)) := by
  have hc : ∀ i, 0 < (![1, 1, 2] : Fin 3 → ℝ) i ∧ (![1, 1, 2] : Fin 3 → ℝ) i ≤ 2 := by
    intro i
    fin_cases i <;> norm_num
  generalize (![1, 1, 2] : Fin 3 → ℝ) = c at hc ⊢
  refine ⟨?_, ?_, ?_, ?_, ?_⟩
  · ext i j
    fin_cases i <;> fin_cases j <;> simp
  · intro a ha i j
    have ha0 : 0 < a := hr.trans ha
    by_cases hij : i = j
    · subst hij
      simp only [Matrix.diagonal_apply_eq]
      have h3 : HasDerivAt (fun x : ℝ => x ^ 3) (3 * a ^ 2) a := by
        simpa using hasDerivAt_pow 3 a
      refine ((hasDerivAt_const a (α * c i)).fun_div h3 (by positivity)).congr_deriv ?_
      rw [← neg_div, div_eq_div_iff (by positivity) (by positivity)]
      ring
    · simp only [Matrix.diagonal_apply_ne _ hij]
      exact hasDerivAt_const a 0
  · intro a ha
    have ha0 : 0 < a := hr.trans ha
    refine Matrix.posSemidef_diagonal_iff.mpr fun i => ?_
    have := (hc i).1
    positivity
  · intro a ha
    have ha0 : 0 < a := hr.trans ha
    have hlt : r ^ 3 < a ^ 3 := pow_lt_pow_left₀ ha hr.le (by norm_num)
    rw [← Matrix.diagonal_one, Matrix.diagonal_sub]
    refine Matrix.posDef_diagonal_iff.mpr fun i => ?_
    have := mul_le_mul_of_nonneg_left (hc i).2 hα.le
    exact sub_pos.mpr ((div_lt_one (by positivity)).mpr (by linarith))
  · intro a ha
    have ha0 : 0 < a := hr.trans ha
    rw [Matrix.diagonal_neg]
    refine Matrix.posSemidef_diagonal_iff.mpr fun i => ?_
    have := (hc i).1
    simp only [neg_neg]
    positivity

end

end KennethKlich
```

```lean
#print axioms KennethKlich.mirror_clusters_attract
-- 'KennethKlich.mirror_clusters_attract' depends on axioms: [propext, Classical.choice, Quot.sound]
```

### How the Lean proof follows the derivation

`hasDerivAt_det` proves Jacobi's formula from the permutation expansion. The product rule differentiates each product of entries, and exchanging the two sums collects the terms into determinants with one column replaced by its derivative. Cramer's rule identifies their sum with the trace containing the adjugate.

`trace_mul_nonneg` puts the eigenvectors of `A` into the columns of an orthogonal matrix `U`. The step `key` rewrites the trace in that basis, where it becomes a sum of diagonal entries of $U^{T}BU$ times eigenvalues of `A`, all nonnegative.

`det_pos` uses the factorisation of $1-Y^2$. In `resolvent_posSemidef`, `hA` and `hB` are the two positive semidefinite terms, `hK` is the identity for $YN$, and a final congruence with the symmetric inverse gives $N^{-1}Y\ge0$.

`hasDerivAt_logDet` first differentiates the entries of $1-Y^2$ and applies Jacobi's formula. It then replaces the adjugate through `hadj`, proves in `hcomm` that the inverse commutes with $Y$, and uses this in `e1` to merge the two traces.

`logDet_monotoneOn` combines these results. The mean-value criterion `monotoneOn_of_deriv_nonneg` asks for continuity on `s` and a nonnegative derivative in its interior; the derivative formula supplies the first, and the two positivity lemmas supply the second.

`det_mirrorPair` carries out the block-determinant calculation, using $(\det J)^2=1$. With it, `mirror_clusters_attract` compares the energies at two separations frequency by frequency, multiplies each inequality by its nonnegative weight, and sums. The proof of `pointDipole_witness` reduces the matrix conditions to inequalities for the diagonal entries.
